# For $a>0$, the integral of $e^{-a|\mathbf q|^2}/|\mathbf q|^2$ over three-dimensional space is $2\pi^{3/2}/\sqrt a$

Q: Here is my trouble. I evaluate Fock exchange for a crystal on a mesh of momentum transfers $\mathbf q$, and the Coulomb factor $1/|\mathbf q|^2$ makes the term at $\mathbf q=0$ infinite. If I leave that term out, I lose a cell of edge $h$ around the origin, whose contribution is proportional to $h$. Halving that error takes eight times as many mesh points. What does a Gaussian integral do for me?

A: It lets you take the singular part off the mesh. Write the integrand as $F(\mathbf q)/|\mathbf q|^2$, where $F$ collects the orbital overlaps. Subtract $F(0)\,e^{-a|\mathbf q|^2}/|\mathbf q|^2$, with $a>0$ a width parameter that you choose, and sum the remainder numerically. Then add back the integral of what you subtracted, which is known in closed form:
$$\int_{\mathbb R^3}\frac{e^{-a|\mathbf q|^2}}{|\mathbf q|^2}\,d^3q=\frac{2\pi^{3/2}}{\sqrt a}.$$

Q: But the function you subtract is just as infinite at the origin. Why does it have a finite integral?

A: Because the volume element vanishes there at the same rate. Let $r=|\mathbf q|$. A shell of radius $r$ has volume $4\pi r^2\,dr$, so
$$\int_{\mathbb R^3}\frac{e^{-a|\mathbf q|^2}}{|\mathbf q|^2}\,d^3q=4\pi\int_0^\infty r^2\,\frac{e^{-ar^2}}{r^2}\,dr=4\pi\int_0^\infty e^{-ar^2}\,dr.$$
For the last integral, square the Gaussian over the full line and use plane polar coordinates:
$$\Big(\int_{-\infty}^{\infty}e^{-ax^2}dx\Big)^2=2\pi\int_0^\infty r\,e^{-ar^2}dr=\frac{\pi}{a}.$$
The half-line integral is therefore $\tfrac12\sqrt{\pi/a}$, and $4\pi\cdot\tfrac12\sqrt{\pi/a}=2\pi^{3/2}/\sqrt a$.

Q: I accept that. What I doubt is that the Lean version is about the same object. What is momentum space there?

A: It is `EuclideanSpace ℝ (Fin 3)`: triples of real numbers with the usual Euclidean length `‖q‖` and ordinary volume as the measure. The file opens Mathlib's measure theory and real analysis for this.

```lean
import Mathlib

open MeasureTheory Set Real

namespace ExchangeSingularity

noncomputable section
```

The integrand is built from a function of one real variable, later evaluated at `‖q‖`.

```lean
/-- The radial profile `exp (-a r²) / r²` of the auxiliary function, meant for `r ≠ 0`. -/
def auxProfile (a r : ℝ) : ℝ := Real.exp (-a * r ^ 2) / r ^ 2
```

Q: That divides by zero at $r=0$.

A: Lean assigns the quotient the value 0 there, and since a single point has zero volume, the integral doesn't notice. Your mesh would notice, because it gives the origin a finite weight. There you need the limit of the remainder: if $F(\mathbf q)=F(0)+c|\mathbf q|^2+\dots$ near the origin, that limit is $c+aF(0)$.

Q: And the prefactors? My Coulomb kernel is $4\pi/|\mathbf q|^2$ in Hartree units, and I integrate with $d^3q/(2\pi)^3$.

A: The file includes neither factor. Multiply the result by $4\pi/(2\pi)^3$ and you get $1/\sqrt{\pi a}$ in your convention.

Q: Then show me where the singularity disappears.

A: In one line of algebra. For $r>0$, multiplying the profile by $r^2$ leaves $e^{-ar^2}$:

```lean
/-- Away from the origin, the radial volume factor `r²` of three-dimensional space turns the
auxiliary profile into a pure Gaussian. -/
theorem radial_weight_cancels (a : ℝ) {r : ℝ} (hr : 0 < r) :
    r ^ 2 * auxProfile a r = Real.exp (-a * r ^ 2) := by
  unfold auxProfile
  exact mul_div_cancel₀ _ (pow_ne_zero 2 hr.ne')
```

The hypothesis `hr` says that $r$ is positive, so $r^2\neq0$ and the cancellation is legitimate. Both the integrability statement and the value rest on this lemma.

Q: You keep saying $a>0$. Is that a convenience, or does the integral need it?

A: The integral needs it. Take $a=0$: the function is then $1/|\mathbf q|^2$, the radial integrand is the constant 1, and the integral up to radius $R$ is $4\pi R$, which grows without bound. For negative $a$ the radial integrand is even larger. The trouble is at large $|\mathbf q|$, not at the origin. The theorem states this as an equivalence for every real $a$:

```lean
/-- In three dimensions the auxiliary function `exp (-a |q|²) / |q|²` is integrable over all
momenta if and only if `a` is positive. -/
theorem integrable_auxiliary_iff (a : ℝ) :
    Integrable (fun q : EuclideanSpace ℝ (Fin 3) => auxProfile a ‖q‖) ↔ 0 < a := by
  -- polar coordinates reduce the question to a Gaussian on the half-line
  refine (integrable_fun_norm_addHaar
    (μ := (volume : Measure (EuclideanSpace ℝ (Fin 3)))) (f := auxProfile a)).trans ?_
  rw [← integrableOn_Ioi_exp_neg_mul_sq_iff, finrank_euclideanSpace_fin]
  exact integrableOn_congr_fun (fun y hy => radial_weight_cancels a hy) measurableSet_Ioi
```

`Integrable` means that the function is measurable, in the almost-everywhere sense, and that its absolute value has a finite integral. No cancellation between positive and negative parts is being used.

Q: How does the proof get from three dimensions to one?

A: By the polar-coordinate theorem `integrable_fun_norm_addHaar`. It says that a function of the norm is integrable over the whole space exactly when its profile, weighted by $r^{n-1}$, is integrable over $r>0$, where $n$ is the dimension. The `rw` step sets $n=3$ and replaces the condition $0<a$ by the integrability of $e^{-ar^2}$ on the half-line, which Mathlib knows to be equivalent. What remains is to see that the two radial integrands agree for every $r>0$, and that is the cancellation lemma.

Q: Now the number itself. Did somebody type in the $4\pi$?

A: No, it comes from the volume of the unit ball. In $n$ dimensions the area of the unit sphere is $n$ times the volume of the unit ball, so here it is $3\cdot 4\pi/3=4\pi$. The theorem takes $a>0$ and concludes that the function is integrable and that its integral is the stated number:

```lean
/-- For `a > 0` the integral of `exp (-a |q|²) / |q|²` over three-dimensional momentum space
is `2 π^(3/2) / √a`. -/
theorem integral_auxiliary {a : ℝ} (ha : 0 < a) :
    Integrable (fun q : EuclideanSpace ℝ (Fin 3) => Real.exp (-a * ‖q‖ ^ 2) / ‖q‖ ^ 2) ∧
    ∫ q : EuclideanSpace ℝ (Fin 3), Real.exp (-a * ‖q‖ ^ 2) / ‖q‖ ^ 2
      = 2 * π ^ (3 / 2 : ℝ) / √a := by
  refine ⟨(integrable_auxiliary_iff a).mpr ha, ?_⟩
  change ∫ q : EuclideanSpace ℝ (Fin 3), auxProfile a ‖q‖ = _
  have h := integral_fun_norm_addHaar
    (μ := (volume : Measure (EuclideanSpace ℝ (Fin 3)))) (f := auxProfile a)
  -- the volume of the unit ball
  have hb : (volume : Measure (EuclideanSpace ℝ (Fin 3))).real (Metric.ball 0 1)
      = π * 4 / 3 := by
    rw [measureReal_def, EuclideanSpace.volume_ball_fin_three, ENNReal.ofReal_one, one_pow,
      one_mul, ENNReal.toReal_ofReal (by positivity)]
  -- the remaining radial integral is a half-line Gaussian
  have hr : ∫ y in Ioi (0 : ℝ), y ^ (3 - 1) • auxProfile a y = √(π / a) / 2 := by
    rw [← integral_gaussian_Ioi]
    exact setIntegral_congr_fun measurableSet_Ioi (fun y hy => radial_weight_cancels a hy)
  have hp : π ^ (3 / 2 : ℝ) = π * √π := by
    rw [show (3 / 2 : ℝ) = 1 + 1 / 2 by norm_num, Real.rpow_add Real.pi_pos,
      Real.rpow_one, ← Real.sqrt_eq_rpow]
  rw [h, finrank_euclideanSpace_fin, hb, hr, hp, Real.sqrt_div Real.pi_pos.le]
  simp only [nsmul_eq_mul, smul_eq_mul]
  push_cast
  ring
```

Q: Walk me through it. I see several intermediate facts.

A: They are the factors of the calculation above. The fact `h` is the polar formula: the integral equals the dimension, times the volume of the unit ball, times the radial integral. Then `hb` evaluates the ball as $4\pi/3$, and `hr` uses the cancellation lemma to turn the radial integral into the half-line Gaussian, with value $\tfrac12\sqrt{\pi/a}$. The fact `hp` rewrites $\pi^{3/2}$ as $\pi\sqrt\pi$, so that both sides are expressed through the same square roots. After these substitutions, `ring` checks that the product is the claimed one. The integrability half is the previous theorem, read from right to left.

Q: Fine, but my exchange integrand isn't a Gaussian. It has $F$ in it.

A: That is the next theorem. By hand, for $\mathbf q\neq0$,
$$\frac{F(\mathbf q)}{|\mathbf q|^2}=F(0)\,\frac{e^{-a|\mathbf q|^2}}{|\mathbf q|^2}+\frac{F(\mathbf q)-F(0)\,e^{-a|\mathbf q|^2}}{|\mathbf q|^2}.$$
The first term on the right is a constant times a function we have just integrated. If the second term is integrable, so is the sum, and integrating term by term gives
$$\int_{\mathbb R^3}\frac{F(\mathbf q)}{|\mathbf q|^2}\,d^3q=F(0)\,\frac{2\pi^{3/2}}{\sqrt a}+\int_{\mathbb R^3}\frac{F(\mathbf q)-F(0)\,e^{-a|\mathbf q|^2}}{|\mathbf q|^2}\,d^3q.$$

```lean
/-- Singularity subtraction, for `a > 0`: if `F(q) / |q|²` becomes integrable after subtracting
`F(0)` times the auxiliary function, then it is itself integrable, and its integral is the analytic
value `F(0) · 2 π^(3/2) / √a` plus the integral of the remainder. -/
theorem singularity_subtraction {a : ℝ} (ha : 0 < a) (F : EuclideanSpace ℝ (Fin 3) → ℝ)
    (hF : Integrable (fun q : EuclideanSpace ℝ (Fin 3) =>
      (F q - F 0 * Real.exp (-a * ‖q‖ ^ 2)) / ‖q‖ ^ 2)) :
    Integrable (fun q : EuclideanSpace ℝ (Fin 3) => F q / ‖q‖ ^ 2) ∧
    ∫ q : EuclideanSpace ℝ (Fin 3), F q / ‖q‖ ^ 2
      = F 0 * (2 * π ^ (3 / 2 : ℝ) / √a)
        + ∫ q : EuclideanSpace ℝ (Fin 3),
            (F q - F 0 * Real.exp (-a * ‖q‖ ^ 2)) / ‖q‖ ^ 2 := by
  have hG := (integral_auxiliary ha).1.const_mul (F 0)
  -- split off the singular part pointwise
  have heq : (fun q : EuclideanSpace ℝ (Fin 3) => F q / ‖q‖ ^ 2) = fun q =>
      F 0 * (Real.exp (-a * ‖q‖ ^ 2) / ‖q‖ ^ 2)
        + (F q - F 0 * Real.exp (-a * ‖q‖ ^ 2)) / ‖q‖ ^ 2 := by
    funext q
    ring
  constructor
  · rw [heq]
    exact hG.add hF
  · rw [heq, integral_add hG hF, integral_const_mul, (integral_auxiliary ha).2]
```

The proof follows the same route. The fact `hG` is the integrability of the first term, `heq` is the pointwise splitting, and `integral_add` integrates the two terms separately.

Q: What does it assume about $F$? I see no smoothness.

A: There is none. $F$ is any real-valued function on momentum space, and `hF` assumes that the remainder is integrable. You have to establish that for your own $F$. Physically, it requires the overlaps to fall off fast enough at large momentum transfer and to behave reasonably near the origin.

Q: Give me a case where it goes wrong.

A: Take $F(\mathbf q)=1$ everywhere. With $a=1$ the remainder is $(1-e^{-|\mathbf q|^2})/|\mathbf q|^2$. It is harmless at the origin but falls off only as $1/|\mathbf q|^2$, so `hF` fails, and $F(\mathbf q)/|\mathbf q|^2$ is indeed not integrable. The same $F$ shows why `ha` is there. With $a=0$ the remainder is identically zero, so `hF` holds, yet $1/|\mathbf q|^2$ still has no finite integral.

Q: If smoothness plays no part, why subtract exactly $F(0)$ times the Gaussian?

A: For the sake of the mesh. In three dimensions any other constant in place of $F(0)$ would give an equally correct identity, because the auxiliary function is integrable by itself. Choosing $F(0)$ removes the $1/|\mathbf q|^2$ behaviour from the remainder when $F$ is smooth. If $F$ also has zero gradient at the origin, the remainder stays bounded there, which is what your numerical sum wants. The theorem concerns exact integrals and gives no convergence rate for a mesh.

Q: My integral also runs over a Brillouin zone, not over all of space.

A: Then sum the auxiliary function over reciprocal lattice vectors $\mathbf G$, using $\sum_{\mathbf G}e^{-a|\mathbf q+\mathbf G|^2}/|\mathbf q+\mathbf G|^2$. The translated zones tile space, so the integral of this sum over one zone is the integral over all of $\mathbb R^3$, and the closed form applies. I am supplying that folding argument myself; the file contains no lattice. For Fock exchange in a periodic solid, the theorem thus provides the analytic part of the long-wavelength correction, for the bare three-dimensional Coulomb kernel and an exact continuous integral.

Q: Would the same trick work in a plane?

A: Not with this function. In two dimensions a ring has area $2\pi r\,dr$, which cancels only one power of $r$ and leaves $e^{-ar^2}/r$. For $0<r\le1$ we have $ar^2\le|a|r^2\le|a|$, hence $e^{|a|}e^{-ar^2}\ge1$ and
$$\frac1r\le e^{|a|}\,\frac{e^{-ar^2}}{r}.$$
If the right-hand side were integrable on $(0,1]$, then $1/r$ would be too. But $\int_\varepsilon^1 dr/r=\ln(1/\varepsilon)$ grows without bound as $\varepsilon\to0$. This time the failure is at the origin, so no choice of $a$ repairs it.

Q: And the formal proof makes the same comparison?

A: Yes. It assumes integrability in the plane and passes to the radial integral, `h1`. The inequality `hexp` is the bound $e^{|a|}e^{-ar^2}\ge1$, with `y` in the role of $r$. The `calc` block turns it into the comparison with $1/r$, so `h2` says that $1/r$ would be integrable on $(0,1]$. Mathlib's criterion for $1/r$ allows that only if the interval has zero length or avoids the origin. The last lines rule out both.

```lean
/-- In two dimensions the function `exp (-a |q|²) / |q|²` is not integrable for any
real `a`. -/
theorem not_integrable_two_dim (a : ℝ) :
    ¬ Integrable (fun q : EuclideanSpace ℝ (Fin 2) => auxProfile a ‖q‖) := by
  intro h
  have h1 := (integrable_fun_norm_addHaar
    (μ := (volume : Measure (EuclideanSpace ℝ (Fin 2)))) (f := auxProfile a)).mp h
  rw [finrank_euclideanSpace_fin] at h1
  -- near the origin the radial integrand dominates a multiple of 1 / r
  have h2 : IntegrableOn (fun y : ℝ => y⁻¹) (Ioc 0 1) := by
    refine Integrable.mono' ((h1.mono_set Ioc_subset_Ioi_self).const_mul (Real.exp |a|))
      measurable_inv.aestronglyMeasurable ?_
    refine (ae_restrict_iff' measurableSet_Ioc).mpr (Filter.Eventually.of_forall ?_)
    intro y hy
    have hy0 : 0 < y := hy.1
    have hy2 : y ^ 2 ≤ 1 := pow_le_one₀ hy0.le hy.2
    have hexp : 1 ≤ Real.exp |a| * Real.exp (-a * y ^ 2) := by
      rw [← Real.exp_add]
      apply Real.one_le_exp
      have e1 := mul_le_mul_of_nonneg_right (le_abs_self a) (sq_nonneg y)
      have e2 := mul_le_of_le_one_right (abs_nonneg a) hy2
      linarith
    have hinv : 0 ≤ y⁻¹ := inv_nonneg.mpr hy0.le
    rw [Real.norm_of_nonneg hinv]
    calc y⁻¹ = 1 * y⁻¹ := (one_mul _).symm
      _ ≤ (Real.exp |a| * Real.exp (-a * y ^ 2)) * y⁻¹ :=
          mul_le_mul_of_nonneg_right hexp hinv
      _ = Real.exp |a| * (y ^ 1 * (Real.exp (-a * y ^ 2) / y ^ 2)) := by
          field_simp
  -- but 1 / r is not integrable at the origin
  have h3 := (intervalIntegrable_iff_integrableOn_Ioc_of_le (zero_le_one' ℝ)).mpr h2
  rcases intervalIntegrable_inv_iff.mp h3 with h4 | h4
  · exact zero_ne_one h4
  · exact h4 left_mem_uIcc

end

end ExchangeSingularity
```

```lean
#print axioms ExchangeSingularity.integral_auxiliary
#print axioms ExchangeSingularity.singularity_subtraction
#print axioms ExchangeSingularity.not_integrable_two_dim
```

```
'ExchangeSingularity.integral_auxiliary' depends on axioms: [propext, Classical.choice, Quot.sound]
'ExchangeSingularity.singularity_subtraction' depends on axioms: [propext, Classical.choice, Quot.sound]
'ExchangeSingularity.not_integrable_two_dim' depends on axioms: [propext, Classical.choice, Quot.sound]
```

Q: So exchange diverges in a two-dimensional material?

A: That doesn't follow. The theorem keeps the kernel $1/|\mathbf q|^2$ and changes only the dimension of the space. Electrons confined to a plane but interacting through the ordinary Coulomb potential, the inverse of their distance, have the kernel $2\pi/|\mathbf q|$, and the single power of $r=|\mathbf q|$ in the ring area is enough to cancel that singularity.
